# A sharp quadratic bound on the error of sampling the minimum of a band of bounded curvature on a shifted cubic mesh

Wave vectors $k$ are points of $\mathbb{R}^d$ with the Euclidean norm, and their coordinates $k_i$ are numbered $i = 0, \dots, d-1$. All quantities are real numbers in fixed units.

```lean
import Mathlib

open scoped InnerProductSpace

namespace BandExtremumSampling

noncomputable section

/-- The space of wave vectors in `d` dimensions, with its Euclidean norm. -/
abbrev KSpace (d : ℕ) := EuclideanSpace ℝ (Fin d)
```

A mesh has a spacing $h$ and a shift $s \in \mathbb{R}^d$. Its points are $s + hn$, where $n$ runs over all integer vectors. The mesh therefore fills the whole space, and no periodicity of the band is assumed.

```lean
variable {d : ℕ}

/-- The point `s + h n` of the cubic mesh with spacing `h` and shift `s`,
labelled by the integer vector `n`. -/
def meshPoint (h : ℝ) (s : KSpace d) (n : Fin d → ℤ) : KSpace d :=
  WithLp.toLp 2 (fun i => s i + h * (n i : ℝ))
```

A band is a function $e : \mathbb{R}^d \to \mathbb{R}$. We write $De(k)[v]$ for its slope at $k$ along $v$, which is `fderiv ℝ e k v` in Lean. The second derivative, evaluated twice on $v$, is the Hessian quadratic form
$$D^2e(k)[v,v] = \sum_{i,j} v_i v_j\, \partial_i\partial_j e(k).$$

```lean
/-- The Hessian quadratic form of the band `e` at `k`, evaluated on the vector `v`. -/
def curvature (e : KSpace d → ℝ) (k v : KSpace d) : ℝ :=
  fderiv ℝ (fderiv ℝ e) k v v
```

For a $C^2$ band, the statement that all Hessian eigenvalues are at most $L$ everywhere is written as $D^2e(k)[v,v] \le L\|v\|^2$ for all $k$ and $v$. Physically, the inverse effective mass along a unit vector $v$ is $D^2e(k)[v,v]/\hbar^2$, so $L/\hbar^2$ is an upper bound on it at every $k$, not only at the band minimum. The comparison band is the isotropic parabola $\tfrac{L}{2}\|k\|^2$.

```lean
/-- The isotropic parabolic band `L ‖k‖² / 2`. -/
def parabolicBand (L : ℝ) (k : KSpace d) : ℝ := L / 2 * ‖k‖ ^ 2
```

## (a) A mesh point near every wave vector

Let $h > 0$. Show that for every shift $s$ and every $k$ there is an integer vector $n$ with
$$\|s + hn - k\|^2 \le \frac{d h^2}{4}.$$

**Solution.** Put $x_i = (k_i - s_i)/h$ and let $n_i$ be $x_i$ rounded to the nearest integer, so that $|x_i - n_i| \le \tfrac12$. Then
$$s_i + h n_i - k_i = -h(x_i - n_i), \qquad (s_i + h n_i - k_i)^2 \le \frac{h^2}{4}.$$
Summing over the $d$ coordinates gives the claim.

In the proof, `abs_sub_round` supplies the rounding bound, `hi` is the estimate for one coordinate, and the `calc` block does the sum.

```lean
/-- Every wave vector has a point of the shifted mesh of spacing `h > 0` within
squared distance `d h² / 4`. -/
theorem exists_mesh_near {h : ℝ} (hh : 0 < h) (s k : KSpace d) :
    ∃ n, ‖meshPoint h s n - k‖ ^ 2 ≤ d * h ^ 2 / 4 := by
  -- round every coordinate to the nearest mesh plane
  refine ⟨fun i => round ((k i - s i) / h), ?_⟩
  rw [EuclideanSpace.norm_sq_eq]
  have hi : ∀ i : Fin d,
      ‖(meshPoint h s (fun i => round ((k i - s i) / h)) - k) i‖ ^ 2 ≤ h ^ 2 / 4 := by
    intro i
    rw [Real.norm_eq_abs, sq_abs]
    change (s i + h * (round ((k i - s i) / h) : ℝ) - k i) ^ 2 ≤ h ^ 2 / 4
    have hx : h * ((k i - s i) / h) = k i - s i := mul_div_cancel₀ _ hh.ne'
    have hr := abs_le.mp (abs_sub_round ((k i - s i) / h))
    generalize (k i - s i) / h = x at hx hr ⊢
    have hq : (x - (round x : ℝ)) ^ 2 ≤ 1 / 4 := by nlinarith [hr.1, hr.2]
    have he : s i + h * (round x : ℝ) - k i = -(h * (x - (round x : ℝ))) := by
      linear_combination hx
    rw [he, neg_sq, mul_pow]
    nlinarith [mul_le_mul_of_nonneg_left hq (sq_nonneg h)]
  calc _ ≤ ∑ _i : Fin d, h ^ 2 / 4 := Finset.sum_le_sum fun i _ => hi i
    _ = d * h ^ 2 / 4 := by
      rw [Finset.sum_const, Finset.card_univ, Fintype.card_fin, nsmul_eq_mul]
      ring
```

## (b) The slope along a straight line

Let $e$ be $C^2$. Show that along the line $k + tv$
$$\frac{d}{dt}\, De(k+tv)[v] = D^2e(k+tv)[v,v].$$

**Solution.** The slope is $\sum_i v_i\,\partial_i e(k+tv)$. Each $\partial_i e$ is differentiable because $e$ is $C^2$, and the line has velocity $v$. The chain rule gives $\sum_{i,j} v_i v_j\,\partial_j\partial_i e(k+tv)$, which is the Hessian form.

Lean works without coordinates: `hline` is the velocity of the line, `h2` is the chain rule for the full derivative, and `clm_apply` evaluates the result on the constant vector $v$.

```lean
/-- Along a straight line in k-space, the slope of a C² band changes at the rate given by
its curvature. -/
theorem hasDerivAt_slope {e : KSpace d → ℝ} (he : ContDiff ℝ 2 e) (k v : KSpace d) (t : ℝ) :
    HasDerivAt (fun t : ℝ => fderiv ℝ e (k + t • v) v) (curvature e (k + t • v) v) t := by
  have hd : Differentiable ℝ (fderiv ℝ e) :=
    (he.fderiv_right (m := 1) (by norm_num)).differentiable (by norm_num)
  have hline : HasDerivAt (fun t : ℝ => k + t • v) v t :=
    (((hasDerivAt_id' t).smul_const v).const_add k).congr_deriv (one_smul ℝ v)
  have h2 : HasDerivAt (fun t : ℝ => fderiv ℝ e (k + t • v))
      (fderiv ℝ (fderiv ℝ e) (k + t • v) v) t :=
    (hd (k + t • v)).hasFDerivAt.comp_hasDerivAt t hline
  exact (h2.clm_apply (hasDerivAt_const t v)).congr_deriv (by simp [curvature])
```

## (c) A parabola above the band

Let $e$ be $C^2$ with $De(k_0) = 0$ and $D^2e(k)[v,v] \le L\|v\|^2$ for all $k$ and $v$. Show that for every $k$
$$e(k) \le e(k_0) + \frac{L}{2}\|k-k_0\|^2.$$

**Solution.** Let $v = k - k_0$ and $C = L\|v\|^2$. Define
$$F(t) = Ct - De(k_0+tv)[v].$$
By (b), $F'(t) = C - D^2e(k_0+tv)[v,v] \ge 0$. Since $F(0) = 0$ at the critical point, $F(t) \ge 0$ for $t \ge 0$. Next define
$$G(t) = \frac{C}{2}t^2 - e(k_0+tv), \qquad G'(t) = F(t).$$
So $G$ is increasing (not necessarily strictly) on $t \ge 0$, and $G(1) \ge G(0)$ reads $\tfrac{C}{2} - e(k) \ge -e(k_0)$. This is the claim.

The names `h1`, `hmono` and `hslope` treat $F$: its derivative, its monotonicity and its sign. Then `h2` and `hm` give the derivative of $G$ and its monotonicity on $t \ge 0$, and the last lines compare $t = 0$ with $t = 1$. The sign of $L$ plays no role here.

```lean
/-- A C² band whose curvature is at most `L` in every direction lies below the parabola of
curvature `L` that touches it at a critical point `k0`. -/
theorem le_parabola {e : KSpace d → ℝ} (he : ContDiff ℝ 2 e) {L : ℝ} {k0 : KSpace d}
    (hcrit : fderiv ℝ e k0 = 0) (hL : ∀ k v, curvature e k v ≤ L * ‖v‖ ^ 2) (k : KSpace d) :
    e k ≤ e k0 + L / 2 * ‖k - k0‖ ^ 2 := by
  set v := k - k0 with hv
  set C := L * ‖v‖ ^ 2 with hC
  -- first integration: the slope grows at most linearly
  have h1 : ∀ t : ℝ, HasDerivAt (fun t : ℝ => C * t - fderiv ℝ e (k0 + t • v) v)
      (C * 1 - curvature e (k0 + t • v) v) t := fun t =>
    ((hasDerivAt_id' t).const_mul C).fun_sub (hasDerivAt_slope he k0 v t)
  have hmono : Monotone (fun t : ℝ => C * t - fderiv ℝ e (k0 + t • v) v) := by
    refine monotone_of_deriv_nonneg (fun t => (h1 t).differentiableAt) fun t => ?_
    rw [(h1 t).deriv]
    linarith [hL (k0 + t • v) v]
  have hslope : ∀ t : ℝ, 0 ≤ t → 0 ≤ C * t - fderiv ℝ e (k0 + t • v) v := by
    intro t ht
    have h := hmono ht
    simpa [hcrit] using h
  -- second integration: the energy grows at most quadratically
  have h2 : ∀ t : ℝ, HasDerivAt (fun t : ℝ => C / 2 * (t * t) - e (k0 + t • v))
      (C * t - fderiv ℝ e (k0 + t • v) v) t := by
    intro t
    have hline : HasDerivAt (fun t : ℝ => k0 + t • v) v t :=
      (((hasDerivAt_id' t).smul_const v).const_add k0).congr_deriv (one_smul ℝ v)
    have hg : HasDerivAt (fun t : ℝ => e (k0 + t • v)) (fderiv ℝ e (k0 + t • v) v) t :=
      ((he.differentiable (by norm_num)) (k0 + t • v)).hasFDerivAt.comp_hasDerivAt t hline
    exact ((((hasDerivAt_id' t).fun_mul (hasDerivAt_id' t)).const_mul (C / 2)).fun_sub
      hg).congr_deriv (by ring)
  have hm : MonotoneOn (fun t : ℝ => C / 2 * (t * t) - e (k0 + t • v)) (Set.Ici 0) := by
    refine monotoneOn_of_deriv_nonneg (convex_Ici 0)
      (fun t _ => (h2 t).continuousAt.continuousWithinAt)
      (fun t _ => (h2 t).differentiableAt.differentiableWithinAt) fun t ht => ?_
    rw [(h2 t).deriv]
    exact hslope t (interior_subset ht)
  have h := hm (Set.mem_Ici.mpr le_rfl) (Set.mem_Ici.mpr zero_le_one) (zero_le_one' ℝ)
  have hk : k0 + (1 : ℝ) • v = k := by rw [one_smul, hv]; abel
  simp only [hk, zero_smul, add_zero] at h
  linarith
```

## (d) The error of the sampled minimum

Let $e$ be $C^2$ with a global minimum at $k_0$ and curvature bounded by $L \ge 0$ as in (c), and let $h > 0$. Show that every shifted mesh has a point $p = s + hn$ with
$$0 \le e(p) - e(k_0) \le \frac{L d h^2}{8}.$$

**Solution.** At a minimum the slope vanishes in every direction, so (c) applies. Take the point $p$ that (a) provides for $k = k_0$. Then
$$e(p) - e(k_0) \le \frac{L}{2}\|p-k_0\|^2 \le \frac{L}{2}\cdot\frac{d h^2}{4} = \frac{L d h^2}{8}.$$
The lower bound holds because $e(k_0)$ is the global minimum.

In Lean the two inequalities are membership in the closed interval `Set.Icc`. The vanishing slope is `hloc.fderiv_eq_zero`, `h1` is the parabola bound, and `h2` multiplies the distance bound by $L/2$.

In electronic-structure calculations, this limits how far a conduction-band edge read off a cubic mesh lies above the true one, for a single band that is $C^2$ throughout $k$-space; a band with a kink at a crossing does not qualify. A calculation samples only the mesh points in one reciprocal cell. For a periodic band these give the same minimum as the whole mesh if translation by every reciprocal lattice vector maps the mesh onto itself. Halving the spacing divides the bound by four.

```lean
/-- For a C² band with global minimum at `k0` and curvature at most `L ≥ 0` in every direction,
some point of any shifted cubic mesh of spacing `h > 0` gives the band minimum with an error
between `0` and `L d h² / 8`. -/
theorem band_minimum_error {e : KSpace d → ℝ} (he : ContDiff ℝ 2 e) {L h : ℝ}
    (hL0 : 0 ≤ L) (hh : 0 < h) {k0 : KSpace d} (hmin : ∀ k, e k0 ≤ e k)
    (hL : ∀ k v, curvature e k v ≤ L * ‖v‖ ^ 2) (s : KSpace d) :
    ∃ n, e (meshPoint h s n) - e k0 ∈ Set.Icc 0 (L * d * h ^ 2 / 8) := by
  have hloc : IsLocalMin e k0 := Filter.Eventually.of_forall hmin
  -- compare the band with its touching parabola at a mesh point close to `k0`
  obtain ⟨n, hn⟩ := exists_mesh_near hh s k0
  have h1 := le_parabola he hloc.fderiv_eq_zero hL (meshPoint h s n)
  have h2 := mul_le_mul_of_nonneg_left hn (show 0 ≤ L / 2 by linarith)
  exact ⟨n, by linarith [hmin (meshPoint h s n)], by linarith⟩
```

## (e) The parabolic band meets the hypotheses

Let $L \ge 0$ and $e(k) = \tfrac{L}{2}\|k\|^2$. Show that $e$ is $C^2$, that its minimum is $e(0) = 0$, and that for all $k$ and $v$
$$D^2e(k)[v,v] = L\|v\|^2.$$

**Solution.** The function is a quadratic polynomial, so it is $C^2$. It is nonnegative and vanishes at the origin. Its slope is $De(x)[v] = L\,x\cdot v$, so along a line
$$De(k+tv)[v] = L\,k\cdot v + L\|v\|^2\,t,$$
whose rate of change is $L\|v\|^2$. By (b), this rate is the curvature.

Here `hf` is the slope formula. The derivative at $t = 0$ is then found twice, from (b) in `h1` and from the explicit linear function in `h2`, and `h1.unique h2` equates the two.

```lean
/-- For `L ≥ 0`, the parabolic band is C², has curvature exactly `L` in every direction, and has its
global minimum, the value `0`, at the origin. -/
theorem parabolicBand_properties {L : ℝ} (hL0 : 0 ≤ L) :
    ContDiff ℝ 2 (parabolicBand (d := d) L) ∧
    (∀ k v : KSpace d, curvature (parabolicBand L) k v = L * ‖v‖ ^ 2) ∧
    parabolicBand L (0 : KSpace d) = 0 ∧ ∀ k : KSpace d, 0 ≤ parabolicBand L k := by
  have hc : ContDiff ℝ 2 (parabolicBand (d := d) L) :=
    contDiff_const.mul (contDiff_norm_sq ℝ)
  refine ⟨hc, fun k v => ?_, by simp [parabolicBand], fun k => ?_⟩
  · have hf : ∀ x : KSpace d, fderiv ℝ (parabolicBand L) x v = L * ⟪x, v⟫_ℝ := by
      intro x
      have h : HasFDerivAt (parabolicBand (d := d) L) ((L / 2) • (2 • innerSL ℝ x)) x :=
        (hasStrictFDerivAt_norm_sq x).hasFDerivAt.const_mul (L / 2)
      rw [h.fderiv]
      change L / 2 * ((2 : ℕ) • ⟪x, v⟫_ℝ) = L * ⟪x, v⟫_ℝ
      rw [nsmul_eq_mul]
      push_cast
      ring
    -- the slope along `v` is linear, so its rate of change can be read off
    have h1 := hasDerivAt_slope hc k v 0
    have h2 : HasDerivAt (fun t : ℝ => fderiv ℝ (parabolicBand L) (k + t • v) v)
        (L * ‖v‖ ^ 2) 0 := by
      have hfun : (fun t : ℝ => fderiv ℝ (parabolicBand L) (k + t • v) v) =
          fun t : ℝ => L * ⟪k, v⟫_ℝ + L * ‖v‖ ^ 2 * t := by
        funext t
        rw [hf, inner_add_left, real_inner_smul_left, real_inner_self_eq_norm_sq]
        ring
      rw [hfun]
      exact (((hasDerivAt_id' (0 : ℝ)).const_mul (L * ‖v‖ ^ 2)).const_add _).congr_deriv
        (mul_one _)
    have h3 := h1.unique h2
    rwa [zero_smul, add_zero] at h3
  · unfold parabolicBand
    positivity
```

## (f) A mesh on which the bound is attained

Let $L \ge 0$, and shift the mesh by $h/2$ in every coordinate, so that its points $p_n$ have coordinates $h/2 + h n_i$. Show that
$$\min_{n}\ \frac{L}{2}\|p_n\|^2 = \frac{L d h^2}{8}.$$

**Solution.** For each coordinate,
$$\left(\frac h2 + h n_i\right)^2 = \frac{h^2}{4} + h^2\, n_i(n_i+1) \ge \frac{h^2}{4},$$
because the product of two consecutive integers is never negative. Summing gives $\|p_n\|^2 \ge d h^2/4$, with equality at $n = 0$. Multiplying by $L/2$ gives the claim.

`IsLeast` says that the value is one of the sampled energies and that none is lower. The two branches after `constructor` prove these in turn: the first inserts $n = 0$, and the second uses the integer inequality `hz`. By (e) this band satisfies the hypotheses of (d), so for $d \ge 1$ and $L > 0$ the factor $1/8$ there is the best possible for a bound that holds for all such bands and all shifts.

```lean
/-- On the mesh shifted by `h / 2` in every coordinate, the lowest sampled energy of the
parabolic band with `L ≥ 0` is exactly `L d h² / 8`. -/
theorem parabolicBand_sharp {L : ℝ} (hL0 : 0 ≤ L) (h : ℝ) :
    IsLeast (Set.range fun n : Fin d → ℤ =>
      parabolicBand L (meshPoint h (WithLp.toLp 2 fun _ => h / 2) n)) (L * d * h ^ 2 / 8) := by
  have hn : ∀ n : Fin d → ℤ, ‖meshPoint h (WithLp.toLp 2 fun _ => h / 2) n‖ ^ 2 =
      ∑ i, (h / 2 + h * (n i : ℝ)) ^ 2 := by
    intro n
    rw [EuclideanSpace.norm_sq_eq]
    refine Finset.sum_congr rfl fun i _ => ?_
    rw [Real.norm_eq_abs, sq_abs]
    rfl
  have hs : ∑ _i : Fin d, (h / 2) ^ 2 = d * h ^ 2 / 4 := by
    rw [Finset.sum_const, Finset.card_univ, Fintype.card_fin, nsmul_eq_mul]
    ring
  constructor
  · refine ⟨fun _ => 0, ?_⟩
    simp only [parabolicBand, hn, Int.cast_zero, mul_zero, add_zero, hs]
    ring
  · rintro _ ⟨n, rfl⟩
    -- no integer lies closer than 1/2 to a half-integer
    have hle : ∑ _i : Fin d, (h / 2) ^ 2 ≤ ∑ i, (h / 2 + h * (n i : ℝ)) ^ 2 := by
      refine Finset.sum_le_sum fun i _ => ?_
      have hz : 0 ≤ n i * (n i + 1) := by
        rcases le_or_gt 0 (n i) with h0 | h0
        · positivity
        · exact mul_nonneg_of_nonpos_of_nonpos (by omega) (by omega)
      have hr : (0 : ℝ) ≤ (n i : ℝ) * ((n i : ℝ) + 1) := by exact_mod_cast hz
      nlinarith [mul_nonneg (sq_nonneg h) hr]
    rw [hs] at hle
    simp only [parabolicBand, hn]
    have hm := mul_le_mul_of_nonneg_left hle (show 0 ≤ L / 2 by linarith)
    linarith


end

end BandExtremumSampling
```

```lean
#print axioms BandExtremumSampling.band_minimum_error
#print axioms BandExtremumSampling.parabolicBand_properties
#print axioms BandExtremumSampling.parabolicBand_sharp
```

```
'BandExtremumSampling.band_minimum_error' depends on axioms: [propext, Classical.choice, Quot.sound]
'BandExtremumSampling.parabolicBand_properties' depends on axioms: [propext, Classical.choice, Quot.sound]
'BandExtremumSampling.parabolicBand_sharp' depends on axioms: [propext, Classical.choice, Quot.sound]
```
